# The squared overlap of two normalised BCS states is at most $\exp(-\text{total mismatch})$

Take two BCS states on the same finite set of pair levels, with real amplitudes $(u_k,v_k)$ and $(s_k,t_k)$ that satisfy $u_k^2+v_k^2=1$ and $s_k^2+t_k^2=1$ on every level. Their squared overlap obeys

$$
\prod_k (u_k s_k+v_k t_k)^2=\prod_k\bigl(1-(u_k t_k-v_k s_k)^2\bigr)\le \exp\Bigl(-\sum_k (u_k t_k-v_k s_k)^2\Bigr).
$$

The same holds for complex amplitudes if $u_k s_k+v_k t_k$ is replaced by $\bar u_k s_k+\bar v_k t_k$ and the squares, including those in the normalisation conditions, by squared absolute values. If the levels form an infinite sequence and the sum in the exponent diverges, the squared overlap on the first $n$ levels tends to zero as $n$ grows.

## Pair levels and their amplitudes

A pair level $k$ stands for two time-reversed one-electron states that are either both empty or both filled. In second quantisation the BCS state is

$$
|u,v\rangle=\prod_k\bigl(u_k+v_k\,c^\dagger_{k\uparrow}c^\dagger_{-k\downarrow}\bigr)|0\rangle .
$$

The pair creation operators commute with each other, so the product can be multiplied out in any order. Each term selects a set $S$ of filled levels, and its amplitude is

$$
\Psi(S)=\prod_{k\in S}v_k\prod_{k\notin S}u_k .
$$

The condition $|u_k|^2+|v_k|^2=1$ says that the probabilities of finding level $k$ empty or filled add up to one. For a second state with amplitudes $(s_k,t_k)$, define the mismatch on level $k$ as

$$
d_k=|u_k t_k-v_k s_k|^2 .
$$

It vanishes when the two normalised amplitude pairs differ only by a phase factor, and it equals one when they are orthogonal.

For mean-field BCS states, which are products over independent pair levels, the bound shows how small differences on many levels, such as those caused by a change in the phase of the gap, can add up to near-orthogonality.

## From occupation patterns to a product over levels

The inner product of the two states is a sum over all occupation patterns. Collecting the factors level by level gives

$$
\langle u,v|s,t\rangle=\sum_S \overline{\Psi(S)}\,\Phi(S)
=\sum_S\prod_{k\in S}\bar v_k t_k\prod_{k\notin S}\bar u_k s_k ,
$$

where $\Phi$ is the amplitude function of the second state. Multiplying out $\prod_k(\bar v_k t_k+\bar u_k s_k)$ means choosing one of the two terms on each level. Let $S$ be the set of levels where the first term is chosen; the result is exactly the sum above. Hence

$$
\langle u,v|s,t\rangle=\prod_k(\bar v_k t_k+\bar u_k s_k).
$$

When the two states are the same, each factor is $|v_k|^2+|u_k|^2=1$, so the state has norm one.

## One level: overlap and mismatch add up to one

Drop the index $k$ and expand both squares:

$$
|\bar v t+\bar u s|^2=|v|^2|t|^2+|u|^2|s|^2+2\,\mathrm{Re}(u\bar v\,\bar s t),
$$

$$
|ut-vs|^2=|u|^2|t|^2+|v|^2|s|^2-2\,\mathrm{Re}(u\bar v\,\bar s t).
$$

The cross terms cancel in the sum, and the remaining four terms factorise:

$$
|\bar v t+\bar u s|^2+|ut-vs|^2=(|u|^2+|v|^2)(|s|^2+|t|^2)=1 .
$$

The squared overlap on one level is therefore $1-d_k$. Since a square is nonnegative, this also shows $d_k\le 1$. Taking the product over levels,

$$
|\langle u,v|s,t\rangle|^2=\prod_k(1-d_k).
$$

## Upper and lower bounds from the total mismatch

For every real $x$ we have $1-x\le e^{-x}$. The factors $1-d_k$ are nonnegative, so the inequalities for the separate levels can be multiplied:

$$
\prod_k(1-d_k)\le\prod_k e^{-d_k}=\exp\Bigl(-\sum_k d_k\Bigr).
$$

There is also a bound from below,

$$
1-\sum_k d_k\le\prod_k(1-d_k).
$$

Add the levels one at a time. With no levels, both sides are one. Suppose that the levels in a set $A$ have total mismatch $D$ and product $P$, with $1-D\le P$. All factors lie between zero and one, so $P\le1$. For a new level $a$,

$$
(1-d_a)P=P-d_aP\ge(1-D)-d_a ,
$$

which is the bound for the enlarged set. A small total mismatch thus keeps the squared overlap close to one.

For an infinite sequence of levels, let $D_n$ be the total mismatch of the first $n$. The terms are nonnegative, so if their sum diverges, $D_n\to\infty$. The squared overlap on these levels lies between $0$ and $e^{-D_n}$ and must tend to zero.

## Two levels with numbers

Let the first state have $(u_1,v_1)=(0.8,0.6)$ and $(u_2,v_2)=(1,0)$, and the second $(s_1,t_1)=(0.6,0.8)$ and $(s_2,t_2)=(0.8,0.6)$. All four pairs are normalised. The amplitudes of the occupation patterns are:

| Filled levels | First state | Second state |
|---|---|---|
| none | $0.8$ | $0.48$ |
| $1$ | $0.6$ | $0.64$ |
| $2$ | $0$ | $0.36$ |
| $1,2$ | $0$ | $0.48$ |

The overlap is $0.8\cdot0.48+0.6\cdot0.64=0.768$, and its square is $0.589824$. The product over levels gives the same overlap, $0.96\cdot0.8=0.768$.

The mismatches are $d_1=(0.64-0.36)^2=0.0784$ and $d_2=0.6^2=0.36$. Indeed $(1-0.0784)(1-0.36)=0.589824$. The total mismatch is $0.4384$, so the lower bound is $0.5616$ and the upper bound is $e^{-0.4384}\approx0.645$. The squared overlap lies between them.

## How the Lean statements express the physics

The finite type `ι` is the set of pair levels; it may be empty. An occupation pattern is a `Finset ι`, and a pair state is a function from such patterns to complex numbers. The definition `bcsState u v` is $\Psi$, with `v` on filled and `u` on empty levels. The definition `overlap` conjugates its first argument, as in Dirac notation, and `mismatch` is the real number $d_k$.

The main theorem, `bcs_overlap_sq`, assumes normalisation of both states on every level. It concludes that the squared norm of the overlap equals the product of the $1-d_k$ and is at most the exponential of minus the total mismatch. The theorem `bcs_overlap_sq_ge` gives the lower bound under the same hypotheses.

In `bcs_orthogonality_limit` the amplitudes are sequences indexed by natural numbers, and `Fin n` selects the levels $0,\dots,n-1$. The hypothesis `hdiv` says that the mismatches are not summable: physically, further levels keep adding to the difference between the states without limit. This is assumed, not derived from a Hamiltonian. The amplitudes of a given level also stay fixed as $n$ grows. A thermodynamic limit in which they change with the volume is a different setting, although the finite bound applies at each size.

The theorem `real_bcs_overlap_sq` is the real formula from the opening. It is stated directly for the product of squared level overlaps; `overlap_bcsState`, applied to real amplitudes regarded as complex numbers, identifies that product with the squared overlap of the states.

The model starts from the amplitudes of the occupation patterns, so the fermionic operators and the passage from them to $\Psi(S)$ belong to the physical reading. No gap equation enters, and singly occupied levels are absent.

## The complete Lean file

```lean
import Mathlib

open Filter Topology
open scoped ComplexConjugate

namespace BCSOrthogonality

noncomputable section

variable {ι : Type*} [Fintype ι] [DecidableEq ι]

/-- The BCS state in the pair occupation basis: the amplitude for the pairs to occupy exactly
the levels in `S` is the product of `v k` over occupied and `u k` over empty levels. -/
def bcsState (u v : ι → ℂ) (S : Finset ι) : ℂ :=
  (∏ k ∈ S, v k) * ∏ k ∈ Sᶜ, u k

/-- The Hermitian inner product of two pair states, summed over all occupation patterns. -/
def overlap (Ψ Φ : Finset ι → ℂ) : ℂ :=
  ∑ S, conj (Ψ S) * Φ S

/-- The mismatch of the amplitude pairs `(u, v)` and `(s, t)` on a single level. -/
def mismatch (u v s t : ℂ) : ℝ :=
  ‖u * t - v * s‖ ^ 2

/-- The overlap of two BCS states is the product of the overlaps on the single levels. -/
theorem overlap_bcsState (u v s t : ι → ℂ) :
    overlap (bcsState u v) (bcsState s t) =
      ∏ k, (conj (v k) * t k + conj (u k) * s k) := by
  -- expanding the product chooses, for each level, whether it is occupied
  rw [Finset.prod_add, Finset.powerset_univ]
  unfold overlap bcsState
  refine Finset.sum_congr rfl fun S _ => ?_
  rw [← Finset.compl_eq_univ_sdiff, Finset.prod_mul_distrib, Finset.prod_mul_distrib,
    map_mul, map_prod, map_prod]
  ring

/-- A BCS state with `|u k|² + |v k|² = 1` on every level has norm one. -/
theorem bcsState_normalized (u v : ι → ℂ) (h : ∀ k, ‖u k‖ ^ 2 + ‖v k‖ ^ 2 = 1) :
    overlap (bcsState u v) (bcsState u v) = 1 := by
  rw [overlap_bcsState]
  refine Finset.prod_eq_one fun k _ => ?_
  rw [Complex.conj_mul', Complex.conj_mul', add_comm]
  exact_mod_cast h k

/-- On one level, the squared overlap of two normalised amplitude pairs is one minus their
mismatch. -/
theorem level_overlap_sq (u v s t : ℂ) (h : ‖u‖ ^ 2 + ‖v‖ ^ 2 = 1)
    (h' : ‖s‖ ^ 2 + ‖t‖ ^ 2 = 1) :
    ‖conj v * t + conj u * s‖ ^ 2 = 1 - mismatch u v s t := by
  -- the Lagrange identity for two complex components
  have key : ‖conj v * t + conj u * s‖ ^ 2 + ‖u * t - v * s‖ ^ 2 =
      (‖u‖ ^ 2 + ‖v‖ ^ 2) * (‖s‖ ^ 2 + ‖t‖ ^ 2) := by
    simp only [Complex.sq_norm, Complex.normSq_apply, Complex.add_re, Complex.add_im,
      Complex.sub_re, Complex.sub_im, Complex.mul_re, Complex.mul_im, Complex.conj_re,
      Complex.conj_im]
    ring
  rw [h, h'] at key
  unfold mismatch
  linarith

omit [DecidableEq ι] in
/-- A product of factors `1 - d k` with `d k ≤ 1` is at most the exponential of minus the
sum of the `d k`. -/
theorem prod_one_sub_le_exp (d : ι → ℝ) (hd : ∀ k, d k ≤ 1) :
    ∏ k, (1 - d k) ≤ Real.exp (-∑ k, d k) := by
  rw [← Finset.sum_neg_distrib, Real.exp_sum]
  refine Finset.prod_le_prod (fun k _ => by linarith [hd k]) fun k _ => ?_
  linarith [Real.add_one_le_exp (-d k)]

/-- The squared overlap of two normalised BCS states is the product of one minus the mismatch
over all levels, and is at most the exponential of minus the total mismatch. -/
theorem bcs_overlap_sq (u v s t : ι → ℂ) (h : ∀ k, ‖u k‖ ^ 2 + ‖v k‖ ^ 2 = 1)
    (h' : ∀ k, ‖s k‖ ^ 2 + ‖t k‖ ^ 2 = 1) :
    ‖overlap (bcsState u v) (bcsState s t)‖ ^ 2 =
        ∏ k, (1 - mismatch (u k) (v k) (s k) (t k)) ∧
      ‖overlap (bcsState u v) (bcsState s t)‖ ^ 2 ≤
        Real.exp (-∑ k, mismatch (u k) (v k) (s k) (t k)) := by
  have hlevel := fun k => level_overlap_sq (u k) (v k) (s k) (t k) (h k) (h' k)
  have heq : ‖overlap (bcsState u v) (bcsState s t)‖ ^ 2 =
      ∏ k, (1 - mismatch (u k) (v k) (s k) (t k)) := by
    rw [overlap_bcsState, norm_prod, ← Finset.prod_pow]
    exact Finset.prod_congr rfl fun k _ => hlevel k
  refine ⟨heq, heq.trans_le (prod_one_sub_le_exp _ fun k => ?_)⟩
  -- a squared overlap is nonnegative, so no mismatch exceeds one
  have hpos := sq_nonneg ‖conj (v k) * t k + conj (u k) * s k‖
  rw [hlevel k] at hpos
  linarith

/-- The squared overlap of two normalised BCS states is at least one minus the total
mismatch. -/
theorem bcs_overlap_sq_ge (u v s t : ι → ℂ) (h : ∀ k, ‖u k‖ ^ 2 + ‖v k‖ ^ 2 = 1)
    (h' : ∀ k, ‖s k‖ ^ 2 + ‖t k‖ ^ 2 = 1) :
    1 - ∑ k, mismatch (u k) (v k) (s k) (t k) ≤
      ‖overlap (bcsState u v) (bcsState s t)‖ ^ 2 := by
  rw [(bcs_overlap_sq u v s t h h').1]
  have h0 : ∀ k, 0 ≤ mismatch (u k) (v k) (s k) (t k) := fun k => sq_nonneg _
  have h1 : ∀ k, 0 ≤ 1 - mismatch (u k) (v k) (s k) (t k) := fun k => by
    rw [← level_overlap_sq _ _ _ _ (h k) (h' k)]
    exact sq_nonneg _
  -- add the levels one at a time
  have step : ∀ A : Finset ι, 1 - ∑ k ∈ A, mismatch (u k) (v k) (s k) (t k) ≤
      ∏ k ∈ A, (1 - mismatch (u k) (v k) (s k) (t k)) := by
    intro A
    induction A using Finset.induction_on with
    | empty => simp
    | insert a A ha ih =>
      rw [Finset.sum_insert ha, Finset.prod_insert ha]
      have hP : ∏ k ∈ A, (1 - mismatch (u k) (v k) (s k) (t k)) ≤ 1 :=
        Finset.prod_le_one (fun k _ => h1 k) fun k _ => by linarith [h0 k]
      nlinarith [mul_nonneg (h0 a) (sub_nonneg.2 hP)]
  exact step Finset.univ

/-- For an infinite sequence of levels whose mismatches have a divergent sum, the squared overlap of
the two normalised BCS states on the first `n` levels tends to zero as `n` grows. -/
theorem bcs_orthogonality_limit (u v s t : ℕ → ℂ) (h : ∀ k, ‖u k‖ ^ 2 + ‖v k‖ ^ 2 = 1)
    (h' : ∀ k, ‖s k‖ ^ 2 + ‖t k‖ ^ 2 = 1)
    (hdiv : ¬ Summable fun k => mismatch (u k) (v k) (s k) (t k)) :
    Tendsto (fun n : ℕ => ‖overlap (bcsState (fun k : Fin n => u k) (fun k => v k))
      (bcsState (fun k : Fin n => s k) (fun k => t k))‖ ^ 2) atTop (𝓝 0) := by
  have hsum := (not_summable_iff_tendsto_nat_atTop_of_nonneg
    (fun k => sq_nonneg ‖u k * t k - v k * s k‖)).1 hdiv
  have hlim : Tendsto (fun n : ℕ => Real.exp
      (-∑ k ∈ Finset.range n, mismatch (u k) (v k) (s k) (t k))) atTop (𝓝 0) :=
    Real.tendsto_exp_neg_atTop_nhds_zero.comp hsum
  -- the overlap is squeezed between zero and the exponential bound
  refine squeeze_zero (fun n => sq_nonneg _) (fun n => ?_) hlim
  rw [Finset.sum_range]
  exact (bcs_overlap_sq (fun k : Fin n => u k) (fun k => v k) (fun k => s k) (fun k => t k)
    (fun k => h k) (fun k => h' k)).2

omit [DecidableEq ι] in
/-- For real normalised amplitudes, the product of the squared level overlaps equals the
product of one minus the squared mismatch amplitudes and obeys the exponential bound. -/
theorem real_bcs_overlap_sq (u v s t : ι → ℝ) (h : ∀ k, u k ^ 2 + v k ^ 2 = 1)
    (h' : ∀ k, s k ^ 2 + t k ^ 2 = 1) :
    ∏ k, (u k * s k + v k * t k) ^ 2 = ∏ k, (1 - (u k * t k - v k * s k) ^ 2) ∧
      ∏ k, (u k * s k + v k * t k) ^ 2 ≤
        Real.exp (-∑ k, (u k * t k - v k * s k) ^ 2) := by
  have e : ∀ k, (u k * s k + v k * t k) ^ 2 = 1 - (u k * t k - v k * s k) ^ 2 := fun k => by
    linear_combination (s k ^ 2 + t k ^ 2) * h k + h' k
  have heq := Finset.prod_congr (rfl : (Finset.univ : Finset ι) = Finset.univ) fun k _ => e k
  refine ⟨heq, heq.trans_le (prod_one_sub_le_exp _ fun k => ?_)⟩
  linarith [e k, sq_nonneg (u k * s k + v k * t k)]

end

end BCSOrthogonality
```

```lean
#print axioms BCSOrthogonality.bcs_overlap_sq
#print axioms BCSOrthogonality.bcs_overlap_sq_ge
#print axioms BCSOrthogonality.bcs_orthogonality_limit
#print axioms BCSOrthogonality.real_bcs_overlap_sq
```

```
'BCSOrthogonality.bcs_overlap_sq' depends on axioms: [propext, Classical.choice, Quot.sound]
'BCSOrthogonality.bcs_overlap_sq_ge' depends on axioms: [propext, Classical.choice, Quot.sound]
'BCSOrthogonality.bcs_orthogonality_limit' depends on axioms: [propext, Classical.choice, Quot.sound]
'BCSOrthogonality.real_bcs_overlap_sq' depends on axioms: [propext, Classical.choice, Quot.sound]
```

## How the proof follows the derivation

**The product formula.** In `overlap_bcsState`, `Finset.prod_add` multiplies out the product over levels into a sum over subsets. The two sums are then compared one pattern at a time. Distributing the products and the conjugation leaves a rearrangement of factors, which `ring` completes. The theorem `bcsState_normalized` applies this formula to two equal states and shows that every factor is one.

**The identity on one level.** The step `key` in `level_overlap_sq` is the Lagrange identity. Where the derivation above tracks a complex cross term, Lean writes all norms in real and imaginary parts and lets `ring` check the resulting polynomial identity. Inserting the two normalisation conditions then gives $1-d_k$.

**The exponential bound.** The lemma `prod_one_sub_le_exp` concerns real numbers $d_k\le1$ only. It turns the exponential of a sum into a product and compares factors with `Finset.prod_le_prod`. That comparison needs the left-hand factors to be nonnegative, which is where $d_k\le1$ enters. The inequality $1-x\le e^{-x}$ comes from `Real.add_one_le_exp` at $-d_k$.

**The squared overlap.** The proof of `bcs_overlap_sq` takes the norm of the product formula, moves the square inside the product and replaces each factor by the one-level identity. This yields the equality `heq`. The upper bound follows from the previous lemma, with $d_k\le1$ obtained from the nonnegativity of a squared level overlap.

**The lower bound.** In `bcs_overlap_sq_ge`, the statement `step` is proved for every finite set `A` of levels by induction. The facts `h0` and `h1` place each mismatch between zero and one, and `hP` is the inequality $P\le1$. The final `nlinarith` receives $d_a(1-P)\ge0$, the product needed for the inductive step. Taking `A` to be the set of all levels finishes the proof.

**The limit.** The proof of `bcs_orthogonality_limit` first converts non-summability of nonnegative terms into partial sums that tend to infinity. Composing with the decaying exponential gives `hlim`, and `squeeze_zero` traps the squared overlap between zero and that exponential. The rewrite with `Finset.sum_range` matches the sum over the first $n$ natural numbers to the sum over `Fin n`.

**The real case.** In `real_bcs_overlap_sq`, the one-level identity `e` follows by `linear_combination` from the two normalisation equations, the first multiplied by $s_k^2+t_k^2$. The same exponential lemma then supplies the bound.
